# Degree-n solutions r p(r) exp(−r²/2) for the potential r² + g/r have energy 2n + 3 and occur at no more than n + 1 couplings

Put $u(r)=r(1+ar)e^{-r^2/2}$ into $-u''+(r^2+g/r)u=Eu$ with $a\neq0$: the powers $r^2$, $r^1$ and $r^0$ demand $E=5$, $ga=2$ and $g=2a$, so $a=\pm1$ and $g=\pm2$. There is one more condition than the energy and the free coefficient can meet, and the coupling has to absorb it; the same happens at every degree.

```lean
import Mathlib

open Polynomial

namespace HarmonicCoulomb

noncomputable section

/-- The trial radial function `u(r) = r p(r) exp(-r²/2)`. -/
def radial (p : ℝ[X]) (r : ℝ) : ℝ := r * p.eval r * Real.exp (-r ^ 2 / 2)

/-- The trial function solves `-u'' + (r² + g/r) u = E u` at every `r > 0`. -/
def Solves (g E : ℝ) (p : ℝ[X]) : Prop :=
  ∀ r : ℝ, 0 < r →
    -deriv (deriv (radial p)) r + (r ^ 2 + g / r) * radial p r = E * radial p r

/-- The couplings at which some polynomial of exact degree `n` gives a solution at some energy. -/
def couplings (n : ℕ) : Set ℝ := {g | ∃ (E : ℝ) (p : ℝ[X]), p.degree = n ∧ Solves g E p}

/-- The polynomial `r p'' + 2 p' - 2 r² p' + (E - 3) r p - g p`. -/
def residual (g E : ℝ) (p : ℝ[X]) : ℝ[X] :=
  X * derivative (derivative p) + C 2 * derivative p - C 2 * (X * (X * derivative p))
    + C (E - 3) * (X * p) - C g * p

/-- Polynomials in the coupling defined by `P₀ = 1`, `P₁ = g/2` and
`(k+2)(k+3) P_(k+2) = g P_(k+1) - 2(n-k) P_k`. -/
def coeffPoly (n : ℕ) : ℕ → ℝ[X]
  | 0 => 1
  | 1 => C (1 / 2) * X
  | k + 2 => C (((k : ℝ) + 2) * (k + 3))⁻¹ *
      (X * coeffPoly n (k + 1) - C (2 * ((n : ℝ) - k)) * coeffPoly n k)

/-- Differentiating a polynomial times the Gaussian turns the polynomial `q` into `q' - r q`. -/
theorem hasDerivAt_gauss (q : ℝ[X]) (r : ℝ) :
    HasDerivAt (fun x => q.eval x * Real.exp (-x ^ 2 / 2))
      ((derivative q - X * q).eval r * Real.exp (-r ^ 2 / 2)) r := by
  have h0 : HasDerivAt (fun x : ℝ => x ^ 2) (2 * r) r := by simpa using hasDerivAt_pow 2 r
  have h : HasDerivAt (fun x : ℝ => -x ^ 2 / 2) (-r) r :=
    (h0.fun_neg.div_const 2).congr_deriv (by ring)
  exact ((q.hasDerivAt r).fun_mul h.exp).congr_deriv (by
    simp only [eval_sub, eval_mul, eval_X]; ring)

/-- The radial equation holds on `r > 0` exactly when the residual polynomial vanishes. -/
theorem solves_iff (g E : ℝ) (p : ℝ[X]) : Solves g E p ↔ residual g E p = 0 := by
  have h0 : radial p = fun x => (X * p).eval x * Real.exp (-x ^ 2 / 2) := by
    funext x; simp only [radial, eval_mul, eval_X]
  have h1 : deriv (radial p) = fun x =>
      (derivative (X * p) - X * (X * p)).eval x * Real.exp (-x ^ 2 / 2) := by
    rw [h0]; funext x; exact (hasDerivAt_gauss _ x).deriv
  -- the Gaussian factors out of the whole equation
  have key : ∀ r : ℝ, 0 < r →
      -deriv (deriv (radial p)) r + (r ^ 2 + g / r) * radial p r - E * radial p r
        = -((residual g E p).eval r * Real.exp (-r ^ 2 / 2)) := by
    intro r hr
    have hg : g / r * r = g := div_mul_cancel₀ g hr.ne'
    rw [h1, (hasDerivAt_gauss _ r).deriv]
    simp only [radial, residual, derivative_mul, derivative_sub, derivative_add, derivative_X,
      derivative_one, eval_add, eval_sub, eval_mul, eval_X, eval_C, eval_one, eval_zero]
    linear_combination (p.eval r * Real.exp (-r ^ 2 / 2)) * hg
  constructor
  · intro h
    refine eq_zero_of_infinite_isRoot _ ((Set.Ioi_infinite (0 : ℝ)).mono fun r hr => ?_)
    have hz : (residual g E p).eval r * Real.exp (-r ^ 2 / 2) = 0 := by
      linarith [key r hr, h r hr]
    exact (mul_eq_zero.mp hz).resolve_right (Real.exp_pos _).ne'
  · intro h r hr
    have hk := key r hr
    rw [h, eval_zero, zero_mul, neg_zero] at hk
    exact sub_eq_zero.mp hk

/-- The constant coefficient of the residual links the first two coefficients of `p`. -/
theorem residual_coeff_zero (g E : ℝ) (p : ℝ[X]) :
    (residual g E p).coeff 0 = 2 * p.coeff 1 - g * p.coeff 0 := by
  simp only [residual, coeff_add, coeff_sub, mul_coeff_zero, coeff_C_zero, coeff_X_zero,
    coeff_derivative]
  push_cast
  ring

/-- Each higher coefficient of the residual links three successive coefficients of `p`. -/
theorem residual_coeff_succ (g E : ℝ) (p : ℝ[X]) (k : ℕ) :
    (residual g E p).coeff (k + 1) = ((k : ℝ) + 2) * (k + 3) * p.coeff (k + 2)
      - g * p.coeff (k + 1) + (E - 3 - 2 * k) * p.coeff k := by
  have hX : (X * derivative p).coeff k = k * p.coeff k := by
    cases k with
    | zero => simp
    | succ k => rw [coeff_X_mul, coeff_derivative]; push_cast; ring
  simp only [residual, coeff_add, coeff_sub, coeff_C_mul, coeff_X_mul, hX, coeff_derivative]
  push_cast
  ring

/-- A solution with a polynomial of exact degree `n` has energy `E = 2n + 3`. -/
theorem energy_eq {g E : ℝ} {p : ℝ[X]} {n : ℕ} (hp : p.degree = n) (h : Solves g E p) :
    E = 2 * n + 3 := by
  have hn := natDegree_eq_of_degree_eq_some hp
  have hc := residual_coeff_succ g E p n
  rw [(solves_iff g E p).1 h, coeff_zero, coeff_eq_zero_of_natDegree_lt (n := n + 2) (by omega),
    coeff_eq_zero_of_natDegree_lt (n := n + 1) (by omega)] at hc
  have hz : (E - 3 - 2 * n) * p.coeff n = 0 := by linarith
  have := (mul_eq_zero.1 hz).resolve_right (coeff_ne_zero_of_eq_degree hp)
  linarith

/-- The three-term recurrence for the values of `P_k` at a coupling `g`. -/
theorem coeffPoly_rec (n k : ℕ) (g : ℝ) :
    ((k : ℝ) + 2) * (k + 3) * (coeffPoly n (k + 2)).eval g
      = g * (coeffPoly n (k + 1)).eval g - 2 * ((n : ℝ) - k) * (coeffPoly n k).eval g := by
  simp only [coeffPoly, eval_mul, eval_sub, eval_C, eval_X]
  exact mul_inv_cancel_left₀ (by positivity) _

/-- As a polynomial in the coupling, `P_k` has degree exactly `k`. -/
theorem coeffPoly_degree (n k : ℕ) : (coeffPoly n k).degree = k := by
  induction k using Nat.twoStepInduction with
  | zero => rw [coeffPoly, degree_one, Nat.cast_zero]
  | one => rw [coeffPoly, degree_C_mul_X (by norm_num), Nat.cast_one]
  | more k ih1 ih2 =>
    have hX : (X * coeffPoly n (k + 1)).degree = ((k + 2 : ℕ) : WithBot ℕ) := by
      rw [degree_mul, degree_X, ih2]
      exact_mod_cast (by omega : 1 + (k + 1) = k + 2)
    have hlt : (C (2 * ((n : ℝ) - k)) * coeffPoly n k).degree
        < (X * coeffPoly n (k + 1)).degree := by
      rw [hX]
      refine ((degree_mul_le _ _).trans (add_le_add degree_C_le ih1.le)).trans_lt ?_
      rw [zero_add]
      exact_mod_cast (by omega : k < k + 2)
    rw [coeffPoly, degree_C_mul (by positivity), degree_sub_eq_left_of_degree_lt hlt, hX]

/-- A coupling admits a solution of degree `n` exactly when it is a zero of `P_(n+1)`. -/
theorem mem_couplings_iff (n : ℕ) (g : ℝ) :
    g ∈ couplings n ↔ (coeffPoly n (n + 1)).eval g = 0 := by
  constructor
  · rintro ⟨E, p, hp, hs⟩
    obtain rfl := energy_eq hp hs
    have hr := (solves_iff _ _ _).1 hs
    -- all coefficients are fixed by the first one
    have ha : ∀ k, p.coeff k = (coeffPoly n k).eval g * p.coeff 0 := by
      intro k
      induction k using Nat.twoStepInduction with
      | zero => simp [coeffPoly]
      | one =>
        have c := residual_coeff_zero g (2 * n + 3) p
        rw [hr, coeff_zero] at c
        simp only [coeffPoly, eval_mul, eval_C, eval_X]
        linear_combination -c / 2
      | more k ih1 ih2 =>
        have c := residual_coeff_succ g (2 * n + 3) p k
        rw [hr, coeff_zero] at c
        apply mul_left_cancel₀ (by positivity : ((k : ℝ) + 2) * (k + 3) ≠ 0)
        linear_combination -c + g * ih2 - 2 * ((n : ℝ) - k) * ih1
          - p.coeff 0 * coeffPoly_rec n k g
    have hz := ha (n + 1)
    rw [coeff_eq_zero_of_natDegree_lt
      (by rw [natDegree_eq_of_degree_eq_some hp]; omega)] at hz
    refine (mul_eq_zero.1 hz.symm).resolve_right fun h0 => coeff_ne_zero_of_eq_degree hp ?_
    rw [ha n, h0, mul_zero]
  · intro h
    -- once the coefficient n+1 vanishes, all later ones do
    have hvan : ∀ j, (coeffPoly n (n + 1 + j)).eval g = 0 := by
      intro j
      induction j using Nat.twoStepInduction with
      | zero => exact h
      | one =>
        have r := coeffPoly_rec n n g
        rw [h] at r
        exact (mul_eq_zero.1 (r.trans (by ring))).resolve_left (by positivity)
      | more j ih1 ih2 =>
        have r := coeffPoly_rec n (n + 1 + j) g
        have ih3 : (coeffPoly n (n + 1 + j + 1)).eval g = 0 := ih2
        rw [ih1, ih3] at r
        exact (mul_eq_zero.1 (r.trans (by ring))).resolve_left (by positivity)
    -- two successive zeros would propagate down to P₀ = 1
    have hdown : ∀ k, k ≤ n → (coeffPoly n k).eval g = 0 →
        (coeffPoly n (k + 1)).eval g ≠ 0 := by
      intro k
      induction k with
      | zero => intro _ h0; simp [coeffPoly] at h0
      | succ k ih =>
        intro hk h1 h2
        have r := coeffPoly_rec n k g
        have h3 : (coeffPoly n (k + 2)).eval g = 0 := h2
        rw [h1, h3] at r
        have hkn : (k : ℝ) < n := by exact_mod_cast hk
        have hz : ((n : ℝ) - k) * (coeffPoly n k).eval g = 0 := by linarith
        exact ih (by omega) ((mul_eq_zero.1 hz).resolve_left (sub_pos.2 hkn).ne') h1
    obtain ⟨p, hc⟩ : ∃ p : ℝ[X], ∀ k, p.coeff k = (coeffPoly n k).eval g := by
      refine ⟨∑ i ∈ Finset.range (n + 1), monomial i ((coeffPoly n i).eval g), fun k => ?_⟩
      simp only [finsetSum_coeff, coeff_monomial, Finset.sum_ite_eq', Finset.mem_range]
      split_ifs with hk
      · rfl
      · obtain ⟨j, rfl⟩ := Nat.exists_eq_add_of_le (not_lt.1 hk)
        exact (hvan j).symm
    refine ⟨2 * n + 3, p, degree_eq_of_le_of_coeff_ne_zero ?_ ?_, (solves_iff _ _ _).2 ?_⟩
    · refine (degree_le_iff_coeff_zero _ _).2 fun m hm => ?_
      have hm' : n < m := by exact_mod_cast hm
      obtain ⟨j, rfl⟩ := Nat.exists_eq_add_of_le (Nat.succ_le_of_lt hm')
      exact (hc _).trans (hvan j)
    · rw [hc]
      exact fun h0 => hdown n le_rfl h0 h
    · ext k
      cases k with
      | zero =>
        simp only [residual_coeff_zero, hc, coeff_zero, coeffPoly, eval_mul, eval_C, eval_X,
          eval_one]
        ring
      | succ k =>
        simp only [residual_coeff_succ, hc, coeff_zero]
        linear_combination coeffPoly_rec n k g

/-- Every solution of degree `n` has energy `2n + 3`, and at most `n + 1` real couplings
admit one. -/
theorem truncation_bound (n : ℕ) :
    (∀ (g E : ℝ) (p : ℝ[X]), p.degree = n → Solves g E p → E = 2 * n + 3) ∧
      (couplings n).Finite ∧ (couplings n).ncard ≤ n + 1 := by
  have hd := coeffPoly_degree n (n + 1)
  have h0 : coeffPoly n (n + 1) ≠ 0 := by
    intro h
    have hn := natDegree_eq_of_degree_eq_some hd
    rw [h, natDegree_zero] at hn
    omega
  have hs : couplings n = ((coeffPoly n (n + 1)).roots.toFinset : Set ℝ) := by
    ext g
    rw [mem_couplings_iff, Finset.mem_coe, Multiset.mem_toFinset, mem_roots h0, IsRoot.def]
  refine ⟨fun g E p => energy_eq, ?_, ?_⟩
  · rw [hs]; exact Finset.finite_toSet _
  · rw [hs, Set.ncard_coe_finset]
    exact (Multiset.toFinset_card_le _).trans
      ((card_roots' _).trans (natDegree_eq_of_degree_eq_some hd).le)

/-- Every open interval of couplings contains one at which no nonzero polynomial, of any degree
and at any energy, gives a solution. -/
theorem exists_coupling_without_truncation {a b : ℝ} (hab : a < b) :
    ∃ g ∈ Set.Ioo a b, ∀ (E : ℝ) (p : ℝ[X]), p ≠ 0 → ¬ Solves g E p := by
  have hs : (⋃ n, couplings n).Countable :=
    Set.countable_iUnion fun n => (truncation_bound n).2.1.countable
  obtain ⟨g, hg, hgab⟩ := (hs.dense_compl ℝ).exists_between hab
  exact ⟨g, hgab, fun E p hp h =>
    hg (Set.mem_iUnion.2 ⟨p.natDegree, E, p, degree_eq_natDegree hp, h⟩)⟩

/-- For `n = 1` the admissible couplings are exactly `2` and `-2`. -/
theorem couplings_one : couplings 1 = {2, -2} := by
  ext g
  have e0 : (coeffPoly 1 0).eval g = 1 := by simp only [coeffPoly, eval_one]
  have e1 : (coeffPoly 1 1).eval g = g / 2 := by
    simp only [coeffPoly, eval_mul, eval_C, eval_X]; ring
  have r : ((0 : ℕ) + 2 : ℝ) * ((0 : ℕ) + 3) * (coeffPoly 1 (1 + 1)).eval g
      = g * (coeffPoly 1 1).eval g - 2 * (((1 : ℕ) : ℝ) - (0 : ℕ)) * (coeffPoly 1 0).eval g :=
    coeffPoly_rec 1 0 g
  rw [e0, e1] at r
  push_cast at r
  rw [mem_couplings_iff, Set.mem_insert_iff, Set.mem_singleton_iff]
  constructor
  · intro h
    rw [h] at r
    have hz : (g - 2) * (g + 2) = 0 := by linarith
    rcases mul_eq_zero.1 hz with h1 | h1
    · left; linarith
    · right; linarith
  · rintro (rfl | rfl) <;> linarith

end

end HarmonicCoulomb
```

```lean
#print axioms HarmonicCoulomb.exists_coupling_without_truncation
#print axioms HarmonicCoulomb.couplings_one
```

```
'HarmonicCoulomb.exists_coupling_without_truncation' depends on axioms: [propext, Classical.choice, Quot.sound]
'HarmonicCoulomb.couplings_one' depends on axioms: [propext, Classical.choice, Quot.sound]
```

## The equation and the couplings in Lean

The equation is the radial one for zero angular momentum in three dimensions, with lengths in units of $\sqrt{\hbar/m\omega}$ and energies in units of $\hbar\omega/2$. Positive $g$ is Coulomb repulsion, negative $g$ attraction. `radial p` is the trial function, and `Solves g E p` states the equation at every $r>0$ with actual second derivatives. `couplings n` collects the real $g$ for which some real $p$ of exact degree $n$ works at some energy; the condition `p.degree = n` excludes $p=0$.

`truncation_bound` says that every such solution has $E=2n+3$ and that `couplings n` is finite with at most $n+1$ elements. `couplings_one` gives $\{2,-2\}$, so the bound is attained at $n=1$. `exists_coupling_without_truncation` says that every open interval of couplings contains a $g$ at which no nonzero polynomial, of any degree and at any energy, gives a solution. At such a coupling truncation yields no energy at all. Nor do the polynomial solutions of all degrees belong to one coupling: $n=0$ requires $g=0$, while $n=1$ requires $g=\pm2$. The theorems concern this ansatz with its fixed Gaussian; they neither construct the Hamiltonian as an operator nor describe its other eigenstates.

The zero-angular-momentum relative motion of two electrons in an isotropic three-dimensional harmonic trap obeys this equation, with $m$ the reduced mass and, in atomic units, $g=\sqrt{2/\omega}$. Exact reference states of this form for electronic-structure methods are thus available, in this two-particle model, only at special trap frequencies.

## From the differential equation to a recurrence

Write $u=qe^{-r^2/2}$ with $q=rp$. Each derivative replaces $q$ by $q'-rq$ (`hasDerivAt_gauss`), so
$$u''=\left(q''-2rq'+(r^2-1)q\right)e^{-r^2/2}.$$
With $q'=p+rp'$ and $q''=2p'+rp''$, the equation becomes
$$rp''+2p'-2r^2p'+(E-3)rp-gp=0 .$$
The left side is `residual g E p`. It vanishes at every $r>0$, and a polynomial with infinitely many roots is zero. This is `solves_iff`, where `linear_combination` does the algebra using $(g/r)\,r=g$.

Let $p=\sum_k a_kr^k$. The coefficients of $r^0$ and $r^{k+1}$ give
$$2a_1=ga_0,\qquad (k+2)(k+3)a_{k+2}=ga_{k+1}-(E-3-2k)a_k .$$
At $k=n$ both $a_{n+1}$ and $a_{n+2}$ are zero while $a_n\neq0$, so $E=2n+3$ (`energy_eq`). The last factor is then $2(n-k)$, and two-step induction gives $a_k=P_k(g)a_0$, where $P_k$ is `coeffPoly n k`:
$$P_0=1,\quad P_1=\tfrac g2,\quad (k+2)(k+3)P_{k+2}=gP_{k+1}-2(n-k)P_k .$$

## Truncation as a root condition

`mem_couplings_iff` states that $g$ is admissible exactly when $P_{n+1}(g)=0$.

If a solution exists, $a_0\neq0$, since otherwise every coefficient would vanish. Then $a_{n+1}=0$ forces $P_{n+1}(g)=0$.

Conversely, let $P_{n+1}(g)=0$. At $k=n$ the factor $n-k$ is zero, so $P_{n+2}(g)=0$ too, and two successive zeros make all later values zero (`hvan`). The polynomial with coefficients $P_k(g)$ therefore has degree at most $n$. Its degree is exactly $n$: if $P_n(g)$ were also zero, the recurrence run backwards, where $n-k>0$, would lead to $P_0=0$ (`hdown`).

The term $gP_{k+1}$ raises the degree by one at each step, so $P_{n+1}$ has degree $n+1$ (`coeffPoly_degree`) and at most $n+1$ real roots. The union of these root sets over all $n$ is countable, and its complement in $\mathbb R$ is dense.

## Degree two by hand

For $n=2$ the recurrence gives
$$P_2=\frac{g^2-8}{12},\qquad P_3=\frac{g(g^2-20)}{144}.$$
The couplings are $0$ and $\pm2\sqrt5\approx\pm4.472$, all with $E=7$. At $g=2\sqrt5$ the coefficients are $1,\sqrt5,1$, so $p=1+\sqrt5\,r+r^2$. In the residual, the coefficient of $r$ is $2+4+4-10=0$, and that of $r^2$ is $-2\sqrt5+4\sqrt5-2\sqrt5=0$.
